# A real symmetric projector's local density from one random sign vector has variance P_ii(1 − P_ii)

Let P be a real n × n matrix, the density matrix of one spin channel in an orthonormal basis of n sites. It is symmetric, as for real orbitals, and idempotent, P² = P, which means that every orbital is either full or empty. A sign vector s has entries s_j = ±1. The average ⟨f⟩ gives each of the 2ⁿ sign vectors equal weight, and the variance of f is ⟨(f − ⟨f⟩)²⟩. The estimate of the local density P_ii is

X = s_i (Ps)_i = Σ_j P_ij s_i s_j.

## Mean and variance from sign reversal

The claim is that ⟨X⟩ = P_ii and that X has variance P_ii(1 − P_ii). At fixed local occupation the noise is therefore independent of n.

Reversing one chosen sign permutes the sign vectors. If f changes sign under this reversal, then ⟨f⟩ = −⟨f⟩, so ⟨f⟩ = 0. For j ≠ k the product s_j s_k is such a function, and for j = k it equals 1. Hence

⟨s_j s_k⟩ = δ_jk,

⟨X⟩ = Σ_j P_ij δ_ij = P_ii.

Since s_i² = 1, the term j = i in X is exactly P_ii, and the deviation is

X − P_ii = s_i Σ_{j≠i} P_ij s_j.

Squaring removes s_i, and averaging gives

⟨(X − P_ii)²⟩ = Σ_{j≠i} Σ_{k≠i} P_ij P_ik δ_jk = Σ_{j≠i} P_ij².

Symmetry and idempotency fix the full row:

Σ_j P_ij² = Σ_j P_ij P_ji = (P²)_ii = P_ii.

Subtracting the term j = i leaves P_ii − P_ii² = P_ii(1 − P_ii).

For M ≥ 1 independent sign vectors, let Y_m be the deviation of sample m. If m ≠ m', reversing the sign at site i in sample m reverses Y_m and leaves Y_m' alone, so ⟨Y_m Y_m'⟩ = 0. The sample mean then has variance

(1/M²) Σ_m ⟨Y_m²⟩ = P_ii(1 − P_ii)/M.

If P is idempotent and does not itself depend on the random vectors, the number of sign vectors this estimator needs for a given local standard error thus depends on the occupation and not separately on the system size. The vector Ps can be approximated without forming P, for example by a Chebyshev expansion in a sparse Hamiltonian, then multiplied entrywise by s and averaged over vectors. Stochastic density functional theory also uses random vectors, but it commonly estimates the density by squaring the entries of √P s. For a projector this gives (Ps)_i², which has the same mean P_ii but in general a different variance.

Independent Gaussian entries of zero mean and unit variance would be another model of the random vector. The mean would stay P_ii, but the variance would be P_ii(1 + P_ii), which is larger whenever P_ii > 0, because s_i² would fluctuate.

## Sign vectors and estimates in Lean

The finite type `ι` labels the sites, and `κ` labels whichever random signs are being averaged over.

```lean
import Mathlib

open Matrix

namespace StochasticLocalDensity

noncomputable section

variable {ι κ α : Type*} [Fintype ι] [DecidableEq ι] [Fintype κ] [DecidableEq κ]
```

A sign vector is a Boolean configuration, which `spin` converts to ±1. Expectation is a finite sum, so no measure theory enters.

```lean
/-- The sign +1 or -1 encoded by a Boolean. -/
def spin (b : Bool) : ℝ := if b then 1 else -1

/-- The expectation of an observable over uniformly random sign vectors. -/
def avg (f : (κ → Bool) → ℝ) : ℝ := (∑ s, f s) / 2 ^ Fintype.card κ

/-- The variance of an observable over uniformly random sign vectors. -/
def variance (f : (κ → Bool) → ℝ) : ℝ := avg fun s => (f s - avg f) ^ 2

/-- The sign vector with the sign at site `k` reversed. -/
def flipSign (k : κ) (s : κ → Bool) : κ → Bool := Function.update s k (!s k)
```

In `localDensity`, `*ᵥ` is the matrix-vector product. Independence of the M samples is encoded by one uniform configuration on `Fin M × ι`.

```lean
/-- The stochastic estimate `s_i (P s)_i` of the local density at site `i`. -/
def localDensity (P : Matrix ι ι ℝ) (i : ι) (s : ι → Bool) : ℝ :=
  spin (s i) * (P *ᵥ fun j => spin (s j)) i

/-- The mean of the local density estimates from `M` sign vectors, for `M` positive. -/
def sampleMean (P : Matrix ι ι ℝ) (i : ι) (M : ℕ) (t : Fin M × ι → Bool) : ℝ :=
  (∑ m : Fin M, localDensity P i fun j => t (m, j)) / M
```

## Averages of odd and even products

After the sign rules and linearity comes the reversal argument: `flipSign k` is its own inverse, so summing over reversed configurations changes nothing.

```lean
/-- A sign squares to one, and the opposite Boolean encodes the opposite sign. -/
theorem spin_rules (b : Bool) : spin b * spin b = 1 ∧ spin (!b) = -spin b := by
  cases b <;> simp [spin]

/-- The expectation of a linear combination is the linear combination of expectations. -/
theorem avg_sum (t : Finset α) (c : α → ℝ) (f : α → (κ → Bool) → ℝ) :
    avg (fun s => ∑ a ∈ t, c a * f a s) = ∑ a ∈ t, c a * avg (fun s => f a s) := by
  simp only [avg]
  rw [Finset.sum_comm, Finset.sum_div]
  refine Finset.sum_congr rfl fun a _ => ?_
  rw [← Finset.mul_sum, mul_div_assoc]

/-- An observable that changes sign when one random sign is reversed has zero expectation. -/
theorem avg_eq_zero_of_flip (k : κ) (f : (κ → Bool) → ℝ)
    (h : ∀ s, f (flipSign k s) = -f s) : avg f = 0 := by
  have hinv : Function.Involutive (flipSign k) := by
    intro s
    simp [flipSign]
  have h1 : ∑ s, f (flipSign k s) = ∑ s, f s :=
    Equiv.sum_comp (Function.Involutive.toPerm _ hinv) f
  simp only [h, Finset.sum_neg_distrib] at h1
  have h0 : ∑ s, f s = 0 := by linarith
  simp [avg, h0]

/-- The product of the random signs at `j` and `k` has expectation one if `j = k` and zero
otherwise. -/
theorem avg_spin_mul_spin (j k : κ) :
    avg (fun s => spin (s j) * spin (s k)) = if j = k then 1 else 0 := by
  by_cases h : j = k
  · subst h
    simp [avg, fun b => (spin_rules b).1]
  · rw [if_neg h]
    apply avg_eq_zero_of_flip j
    intro s
    simp [flipSign, Function.update_of_ne (Ne.symm h), (spin_rules (s j)).2]
```

## The off-diagonal row as the source of noise

The next lemma separates the diagonal term from the sum.

```lean
/-- The deviation of the estimate from `P_ii` comes only from the off-diagonal elements
of row `i`. -/
theorem localDensity_sub (P : Matrix ι ι ℝ) (i : ι) (s : ι → Bool) :
    localDensity P i s - P i i =
      spin (s i) * ∑ j ∈ Finset.univ.erase i, P i j * spin (s j) := by
  have h : P i i * spin (s i) + ∑ j ∈ Finset.univ.erase i, P i j * spin (s j)
      = ∑ j, P i j * spin (s j) :=
    Finset.add_sum_erase _ (fun j => P i j * spin (s j)) (Finset.mem_univ i)
  simp only [localDensity, Matrix.mulVec, dotProduct]
  rw [← h]
  linear_combination P i i * (spin_rules (s i)).1
```

The mean holds for any real matrix. The injective map `e` picks the signs of one sample out of a larger set, so the same lemma serves one vector or many.

```lean
/-- For any real matrix the estimate has mean `P_ii`, also when its signs are a selection `e`
from a larger set of random signs. -/
theorem mean_localDensity (P : Matrix ι ι ℝ) (i : ι) (e : ι → κ)
    (he : Function.Injective e) :
    avg (fun s : κ → Bool => localDensity P i fun j => s (e j)) = P i i := by
  have h : ∀ s : κ → Bool, localDensity P i (fun j => s (e j)) =
      ∑ j, P i j * (spin (s (e i)) * spin (s (e j))) := by
    intro s
    simp only [localDensity, Matrix.mulVec, dotProduct]
    rw [Finset.mul_sum]
    exact Finset.sum_congr rfl fun j _ => by ring
  simp only [h]
  rw [avg_sum]
  simp [avg_spin_mul_spin, he.eq_iff]
```

In the second moment, `hd` collapses the double sum, `hrow` uses symmetry and idempotency, and `hsplit` removes the diagonal term.

```lean
/-- For a symmetric idempotent density matrix the mean squared deviation from `P_ii` is
`P_ii (1 - P_ii)`, also when the signs are a selection `e` from a larger set. -/
theorem noise_localDensity (P : Matrix ι ι ℝ) (hS : P.IsSymm) (hP : P * P = P) (i : ι)
    (e : ι → κ) (he : Function.Injective e) :
    avg (fun s : κ → Bool => (localDensity P i (fun j => s (e j)) - P i i) ^ 2)
      = P i i * (1 - P i i) := by
  -- the prefactor s_i squares to one, which leaves a double sum over sites
  have h : ∀ s : κ → Bool, (localDensity P i (fun j => s (e j)) - P i i) ^ 2 =
      ∑ j ∈ Finset.univ.erase i, P i j * ∑ k ∈ Finset.univ.erase i,
        P i k * (spin (s (e j)) * spin (s (e k))) := by
    intro s
    rw [localDensity_sub, mul_pow, pow_two (spin _), (spin_rules _).1, one_mul, sq,
      Finset.sum_mul_sum]
    refine Finset.sum_congr rfl fun j _ => ?_
    rw [Finset.mul_sum]
    exact Finset.sum_congr rfl fun k _ => by ring
  simp only [h, avg_sum, avg_spin_mul_spin, he.eq_iff]
  have hd : ∑ j ∈ Finset.univ.erase i, P i j * ∑ k ∈ Finset.univ.erase i,
      P i k * (if j = k then (1 : ℝ) else 0) = ∑ j ∈ Finset.univ.erase i, P i j * P i j :=
    Finset.sum_congr rfl fun j hj => by
      simp only [mul_ite, mul_one, mul_zero, Finset.sum_ite_eq, hj, if_true]
  rw [hd]
  -- symmetry and idempotency fix the squared length of row i
  have hrow : ∑ j, P i j * P i j = P i i := by
    calc ∑ j, P i j * P i j = ∑ j, P i j * P j i :=
          Finset.sum_congr rfl fun j _ => by rw [hS.apply i j]
      _ = (P * P) i i := Matrix.mul_apply.symm
      _ = P i i := by rw [hP]
  have hsplit : P i i * P i i + ∑ j ∈ Finset.univ.erase i, P i j * P i j
      = ∑ j, P i j * P i j :=
    Finset.add_sum_erase _ (fun j => P i j * P i j) (Finset.mem_univ i)
  linear_combination hsplit + hrow
```

## One vector and M vectors

The hypotheses `hS` and `hP` are symmetry and idempotency. Taking `e` to be the identity gives the result for a single vector.

```lean
/-- For a symmetric idempotent density matrix of any size, the estimate `s_i (P s)_i` has
mean `P_ii` and variance `P_ii (1 - P_ii)`. -/
theorem localDensity_mean_variance (P : Matrix ι ι ℝ) (hS : P.IsSymm) (hP : P * P = P)
    (i : ι) : avg (localDensity P i) = P i i ∧
      variance (localDensity P i) = P i i * (1 - P i i) := by
  have hm : avg (localDensity P i) = P i i :=
    mean_localDensity P i id Function.injective_id
  refine ⟨hm, ?_⟩
  unfold variance
  rw [hm]
  exact noise_localDensity P hS hP i id Function.injective_id
```

For M vectors the variance is stated multiplied by `M`. In the proof `hcov` holds the covariances, and `hsq` expands the squared deviation into the products whose averages they are.

```lean
/-- For a symmetric idempotent density matrix and positive `M`, the mean of the estimates from `M`
independent sign vectors has expectation `P_ii`, and `M` times its variance is `P_ii (1 - P_ii)`. -/
theorem sampleMean_mean_variance (P : Matrix ι ι ℝ) (hS : P.IsSymm) (hP : P * P = P)
    (i : ι) (M : ℕ) (hM : M ≠ 0) : avg (sampleMean P i M) = P i i ∧
      M * variance (sampleMean P i M) = P i i * (1 - P i i) := by
  have hM' : (M : ℝ) ≠ 0 := Nat.cast_ne_zero.mpr hM
  have hinj : ∀ m : Fin M, Function.Injective (fun j : ι => (m, j)) :=
    fun m a b h => congrArg Prod.snd h
  have hmean : ∀ m : Fin M, avg (fun t : Fin M × ι → Bool =>
      localDensity P i fun j => t (m, j)) = P i i :=
    fun m => mean_localDensity P i _ (hinj m)
  have h1 : ∀ t, sampleMean P i M t =
      ∑ m : Fin M, (M : ℝ)⁻¹ * localDensity P i (fun j => t (m, j)) := by
    intro t
    rw [sampleMean, div_eq_inv_mul, Finset.mul_sum]
  have hm : avg (sampleMean P i M) = P i i := by
    rw [funext h1, avg_sum]
    simp only [hmean, Finset.sum_const, Finset.card_univ, Fintype.card_fin, nsmul_eq_mul]
    exact mul_inv_cancel_left₀ hM' _
  refine ⟨hm, ?_⟩
  -- Y m is the deviation of sample m
  obtain ⟨Y, hY⟩ : ∃ Y : Fin M → (Fin M × ι → Bool) → ℝ,
      ∀ m t, Y m t = localDensity P i (fun j => t (m, j)) - P i i := ⟨_, fun _ _ => rfl⟩
  -- deviations of different samples are uncorrelated
  have hcov : ∀ m m', avg (fun t => Y m t * Y m' t) =
      if m = m' then P i i * (1 - P i i) else 0 := by
    intro m m'
    split_ifs with h
    · subst h
      simp only [hY, ← sq]
      exact noise_localDensity P hS hP i _ (hinj m)
    · apply avg_eq_zero_of_flip (m, i)
      intro t
      have h2 : Y m' (flipSign (m, i) t) = Y m' t := by
        simp [hY, flipSign, Ne.symm h]
      have h3 : Y m (flipSign (m, i) t) = -Y m t := by
        simp only [hY, localDensity_sub]
        have hsum : ∑ j ∈ Finset.univ.erase i, P i j * spin (flipSign (m, i) t (m, j))
            = ∑ j ∈ Finset.univ.erase i, P i j * spin (t (m, j)) :=
          Finset.sum_congr rfl fun j hj => by
            simp [flipSign, Finset.ne_of_mem_erase hj]
        have hs : spin (flipSign (m, i) t (m, i)) = -spin (t (m, i)) := by
          simp [flipSign, (spin_rules (t (m, i))).2]
        rw [hsum, hs, neg_mul]
      simp only [h2, h3, neg_mul]
  have hsq : ∀ t, (sampleMean P i M t - P i i) ^ 2 =
      ∑ m, (M : ℝ)⁻¹ * ∑ m', (M : ℝ)⁻¹ * (Y m t * Y m' t) := by
    intro t
    have hdev : sampleMean P i M t - P i i = ∑ m, (M : ℝ)⁻¹ * Y m t := by
      rw [h1]
      simp only [hY, mul_sub, Finset.sum_sub_distrib, Finset.sum_const, Finset.card_univ,
        Fintype.card_fin, nsmul_eq_mul, mul_inv_cancel_left₀ hM']
    rw [hdev, sq, Finset.sum_mul_sum]
    refine Finset.sum_congr rfl fun m _ => ?_
    rw [Finset.mul_sum]
    exact Finset.sum_congr rfl fun m' _ => by ring
  unfold variance
  rw [hm]
  simp only [hsq, avg_sum, hcov, mul_ite, mul_zero, Finset.sum_ite_eq, Finset.mem_univ,
    if_true, Finset.sum_const, Finset.card_univ, Fintype.card_fin, nsmul_eq_mul]
  field_simp
```

The theorems treat P as given and exact. For fractional thermal occupations the result for the mean still holds, but the variance formula does not apply because P² ≠ P. Complex orbitals, errors in applying P and feedback through self-consistency are not covered.

## A chain of dimers with fixed occupation

Each dimer has one occupied orbital with amplitudes √p and √(1 − p). With c = √(p(1 − p)), its density matrix squares to itself because

p² + c² = p,  pc + c(1 − p) = c,  c² + (1 − p)² = 1 − p.

```lean
/-- The density matrix of a dimer with occupations `p` and `1 - p`, for `p` between 0 and 1. -/
def dimer (p : ℝ) : Matrix (Fin 2) (Fin 2) ℝ :=
  !![p, √(p * (1 - p)); √(p * (1 - p)), 1 - p]
```

Uncoupled copies form a block-diagonal projector.

```lean
/-- The density matrix of `N` uncoupled copies of the dimer. -/
def dimerChain (N : ℕ) (p : ℝ) : Matrix (Fin 2 × Fin N) (Fin 2 × Fin N) ℝ :=
  Matrix.blockDiagonal fun _ => dimer p
```

The first site of every dimer has occupation p, so the main theorem gives variance p(1 − p) however many dimers the chain contains.

```lean
/-- For every number of dimers `N` and every `p` between 0 and 1, the dimer chain is a symmetric
projector whose estimate at the first site of each dimer has variance `p (1 - p)`. -/
theorem dimerChain_witness (N : ℕ) (p : ℝ) (h0 : 0 ≤ p) (h1 : p ≤ 1) (k : Fin N) :
    (dimerChain N p).IsSymm ∧ dimerChain N p * dimerChain N p = dimerChain N p ∧
      variance (localDensity (dimerChain N p) (0, k)) = p * (1 - p) := by
  have hT : (dimer p)ᵀ = dimer p := by
    ext a b
    fin_cases a <;> fin_cases b <;> simp [dimer]
  have hD : dimer p * dimer p = dimer p := by
    have hc : √(p * (1 - p)) * √(p * (1 - p)) = p * (1 - p) :=
      Real.mul_self_sqrt (mul_nonneg h0 (sub_nonneg.mpr h1))
    unfold dimer
    generalize √(p * (1 - p)) = c at hc ⊢
    rw [Matrix.mul_fin_two, show p * p + c * c = p by linear_combination hc,
      show p * c + c * (1 - p) = c by ring, show c * p + (1 - p) * c = c by ring,
      show c * c + (1 - p) * (1 - p) = 1 - p by linear_combination hc]
  have hS : (dimerChain N p).IsSymm := by
    unfold Matrix.IsSymm dimerChain
    rw [Matrix.blockDiagonal_transpose, hT]
  have hP : dimerChain N p * dimerChain N p = dimerChain N p := by
    unfold dimerChain
    rw [← Matrix.blockDiagonal_mul, hD]
  have hocc : dimerChain N p (0, k) (0, k) = p := by
    simp [dimerChain, dimer, Matrix.blockDiagonal_apply_eq]
  refine ⟨hS, hP, ?_⟩
  rw [(localDensity_mean_variance _ hS hP (0, k)).2, hocc]

end

end StochasticLocalDensity
```

```lean
#print axioms StochasticLocalDensity.localDensity_mean_variance
#print axioms StochasticLocalDensity.sampleMean_mean_variance
```

```
'StochasticLocalDensity.localDensity_mean_variance' depends on axioms: [propext, Classical.choice, Quot.sound]
'StochasticLocalDensity.sampleMean_mean_variance' depends on axioms: [propext, Classical.choice, Quot.sound]
```
